# An averaged qDRIFT step preserves trace and positivity and follows H/λ to first order

## Choosing the gate time

To simulate a molecular Hamiltonian for a time $t$ with $N$ randomly drawn gates, a qDRIFT calculation sets the evolution time in each gate to $\tau=\lambda t/N$, where $\lambda$ is the sum of the term strengths. The factor $\lambda$ is there because one averaged step moves the state along $H/\lambda$, not along $H$.

Write the Hamiltonian as $H=\sum_j h_jH_j$, with Hermitian $H_j$, strengths $h_j\ge 0$ and $\lambda=\sum_j h_j>0$. For a qubit Hamiltonian the $H_j$ may be Pauli strings, with any minus sign absorbed into $H_j$. One step draws $j$ with probability $p_j=h_j/\lambda$ and evolves under $H_j$ alone. With $\hbar=1$, the average over the draw is

$$\mathcal E_\tau(\rho)=\sum_j p_j\,e^{-i\tau H_j}\rho\,e^{i\tau H_j}.$$

For a density matrix $\rho$ in a finite basis, this average is again a density matrix, and its derivative with respect to $\tau$ at $\tau=0$ is $-\frac{i}{\lambda}[H,\rho]$.

## Trace, positivity and the first derivative

**Trace.** By cyclicity,
$$\mathrm{tr}(e^{-i\tau H_j}\rho\,e^{i\tau H_j})=\mathrm{tr}(e^{i\tau H_j}e^{-i\tau H_j}\rho)=\mathrm{tr}\,\rho .$$
Since $\sum_jp_j=1$, the average has the same trace.

**Positivity.** Let $U_j=e^{-i\tau H_j}$. Because $H_j$ is Hermitian, $e^{i\tau H_j}=U_j^\dagger$. For any vector $v$ and positive semidefinite $\rho$,
$$\langle v|U_j\rho U_j^\dagger|v\rangle=\langle U_j^\dagger v|\rho|U_j^\dagger v\rangle\ge 0,$$
and a sum of such terms with weights $p_j\ge0$ is positive semidefinite.

**Derivative.** For a matrix $A$ put $\rho_A(t)=e^{-itA}\rho\,e^{itA}$. The product rule gives
$$\dot\rho_A=-iA\rho_A+\rho_A\,iA=-i[A,\rho_A].$$
At $t=0$, averaging over $A=H_j$ gives
$$-i\sum_jp_j[H_j,\rho]=-i\Big[\sum_jp_jH_j,\rho\Big]=-\frac{i}{\lambda}[H,\rho].$$

## The leading error is a variance of generators

Let $M=H/\lambda$ and compare the step with exact evolution under $M$:
$$D(\tau)=\mathcal E_\tau(\rho)-e^{-i\tau M}\rho\,e^{i\tau M}.$$
Both parts equal $\rho$ at $\tau=0$ and have the same first derivative there, so $D(0)=D'(0)=0$. Differentiating the von Neumann equation again gives $\ddot\rho_A=-[A,[A,\rho_A]]$, hence
$$D''(0)=-\sum_jp_j[H_j,[H_j,\rho]]+[M,[M,\rho]].$$

Now set $\delta_j=H_j-M$ and expand:
$$[\delta_j,[\delta_j,\rho]]=[H_j,[H_j,\rho]]-[H_j,[M,\rho]]-[M,[H_j,\rho]]+[M,[M,\rho]].$$
Since $\sum_jp_jH_j=M$, each cross term averages to $-[M,[M,\rho]]$. One of the two cancels the last term, and
$$D''(0)=-\sum_jp_j[\delta_j,[\delta_j,\rho]].$$
The second-order error therefore comes from the spread of the sampled generators about their mean. With a single term there is no spread and no error.

## Negative weights can destroy positivity

Suppose $h_j\ge0$ is given up while $\lambda>0$ is kept. Take $h_1=2$, $h_2=-1$, $H_1=0$, $H_2=\sigma_x$ and $\rho=|0\rangle\langle0|$. Then $\lambda=1$, and at $\tau=\pi/2$
$$\mathcal E_\tau(\rho)=2|0\rangle\langle0|-|1\rangle\langle1|.$$
The trace is still 1, but one eigenvalue is $-1$.

## The statements in Lean

The finite type `n` labels the basis states and `J` labels the terms. In the code `H` is the family of terms $H_j$, and the Hamiltonian $\sum_j h_jH_j$ is `hamiltonian h H`. `strength h` is $\lambda$, `weight h j` is $p_j$ as a complex number, `meanGenerator h H` is $M$, and `qdrift h H τ ρ` is $\mathcal E_\tau(\rho)$.

`qdrift_main` assumes nonnegative strengths (`hh`), positive total strength (`hl`) and Hermitian terms (`hH`). Its three conclusions are trace preservation for every real `τ`, preservation of `PosSemidef` for every real `τ`, and the derivative at zero. The matrix `ρ` is arbitrary except in the second conclusion, which takes `ρ.PosSemidef` as a premise. Complete positivity is not part of the statement.

`qdrift_leading_error` gives the value and first two derivatives of $D$ at zero. It needs only $\lambda\ne0$, since those identities use neither Hermiticity nor the signs of the $h_j$.

Both theorems concern the average over draws, not an individual random gate sequence. The error bound usually associated with qDRIFT, for $N$ composed steps, would also need control of the Taylor remainder and of how errors accumulate; the theorems here treat a single step, and their derivative statements hold at $\tau=0$ only.

```lean
import Mathlib

open Matrix
open scoped ComplexOrder

namespace QDrift

noncomputable section

attribute [local instance] Matrix.linftyOpNormedRing Matrix.linftyOpNormedAlgebra

variable {n J : Type*} [Fintype n] [DecidableEq n] [Fintype J]

/-- The commutator `[A, B]` of two operators. -/
def comm (A B : Matrix n n ℂ) : Matrix n n ℂ := A * B - B * A

/-- The evolved operator `exp(-i t A) ρ exp(i t A)`. -/
def evolve (A : Matrix n n ℂ) (t : ℝ) (ρ : Matrix n n ℂ) : Matrix n n ℂ :=
  NormedSpace.exp (t • ((-Complex.I) • A)) * ρ * NormedSpace.exp (t • (Complex.I • A))

/-- The total coupling strength `λ = ∑ h_j`. -/
def strength (h : J → ℝ) : ℝ := ∑ j, h j

/-- The Hamiltonian `H = ∑ h_j H_j`. -/
def hamiltonian (h : J → ℝ) (H : J → Matrix n n ℂ) : Matrix n n ℂ :=
  ∑ j, (h j : ℂ) • H j

/-- The sampling probability `h_j / λ` of the term `j`. -/
def weight (h : J → ℝ) (j : J) : ℂ := ((h j / strength h : ℝ) : ℂ)

/-- The rescaled Hamiltonian `H / λ`. -/
def meanGenerator (h : J → ℝ) (H : J → Matrix n n ℂ) : Matrix n n ℂ :=
  (strength h : ℂ)⁻¹ • hamiltonian h H

/-- One qDRIFT step: the average of the evolutions under the single terms `H_j`,
weighted with the sampling probabilities. -/
def qdrift (h : J → ℝ) (H : J → Matrix n n ℂ) (τ : ℝ) (ρ : Matrix n n ℂ) :
    Matrix n n ℂ :=
  ∑ j, weight h j • evolve (H j) τ ρ

/-- Evolution for zero time leaves the operator unchanged. -/
theorem evolve_zero (A ρ : Matrix n n ℂ) : evolve A 0 ρ = ρ := by
  simp [evolve, NormedSpace.exp_zero]

/-- The evolved operator obeys the von Neumann equation `dρ/dt = -i [A, ρ]`. -/
theorem evolve_hasDerivAt (A ρ : Matrix n n ℂ) (t : ℝ) :
    HasDerivAt (fun s : ℝ => evolve A s ρ) ((-Complex.I) • comm A (evolve A t ρ)) t := by
  have h1 := hasDerivAt_exp_smul_const' ((-Complex.I) • A) t
  have h2 := hasDerivAt_exp_smul_const (Complex.I • A) t
  -- the product rule produces the two halves of the commutator
  have key : ∀ E F : Matrix n n ℂ,
      ((-Complex.I) • A) * E * ρ * F + E * ρ * (F * (Complex.I • A)) =
        (-Complex.I) • (A * (E * ρ * F) - E * ρ * F * A) := by
    intro E F
    simp only [Matrix.smul_mul, Matrix.mul_smul, Matrix.mul_assoc, neg_smul, smul_sub,
      Matrix.neg_mul]
    abel
  exact ((h1.mul_const ρ).fun_mul h2).congr_deriv (key _ _)

/-- With `ρ(t)` the evolved operator, the time derivative of `-i [A, ρ(t)]` is `-[A, [A, ρ(t)]]`. -/
theorem evolve_second_deriv (A ρ : Matrix n n ℂ) (t : ℝ) :
    HasDerivAt (fun s : ℝ => (-Complex.I) • comm A (evolve A s ρ))
      (-comm A (comm A (evolve A t ρ))) t := by
  have h := evolve_hasDerivAt A ρ t
  refine (((h.const_mul A).fun_sub (h.mul_const A)).const_smul (-Complex.I)).congr_deriv ?_
  generalize comm A (evolve A t ρ) = X
  rw [mul_smul_comm, smul_mul_assoc, ← smul_sub, smul_smul, neg_mul_neg,
    Complex.I_mul_I, neg_one_smul, comm]

/-- The commutators with the single terms average to the commutator with `H / λ`. -/
theorem average_comm (h : J → ℝ) (H : J → Matrix n n ℂ) (X : Matrix n n ℂ) :
    ∑ j, weight h j • comm (H j) X = comm (meanGenerator h H) X := by
  have hM : meanGenerator h H = ∑ j, weight h j • H j := by
    simp only [meanGenerator, hamiltonian, Finset.smul_sum, smul_smul, weight,
      div_eq_inv_mul, Complex.ofReal_mul, Complex.ofReal_inv]
  rw [hM]
  simp only [comm, Finset.sum_mul, Finset.mul_sum, smul_mul_assoc, mul_smul_comm,
    smul_sub, Finset.sum_sub_distrib]

/-- The sampling probabilities sum to one when the total strength is nonzero. -/
theorem sum_weight (h : J → ℝ) (hl : strength h ≠ 0) : ∑ j, weight h j = 1 := by
  have h1 : ∑ j, h j / strength h = 1 := by
    rw [← Finset.sum_div]
    exact div_self hl
  simp only [weight]
  rw [← Complex.ofReal_sum, h1, Complex.ofReal_one]

/-- For nonnegative strengths with positive sum and Hermitian terms, the qDRIFT step preserves the
trace and positive semidefiniteness, and its derivative at `τ = 0` is `-(i/λ) [H, ρ]`. -/
theorem qdrift_main (h : J → ℝ) (H : J → Matrix n n ℂ) (hh : ∀ j, 0 ≤ h j)
    (hl : 0 < strength h) (hH : ∀ j, (H j).IsHermitian) (ρ : Matrix n n ℂ) :
    (∀ τ, (qdrift h H τ ρ).trace = ρ.trace) ∧
    (ρ.PosSemidef → ∀ τ, (qdrift h H τ ρ).PosSemidef) ∧
    HasDerivAt (fun τ : ℝ => qdrift h H τ ρ)
      (-(Complex.I / (strength h : ℂ)) • comm (hamiltonian h H) ρ) 0 := by
  refine ⟨fun τ => ?_, fun hρ τ => ?_, ?_⟩
  · -- cyclicity of the trace brings each propagator next to its inverse
    have ht : ∀ j, (evolve (H j) τ ρ).trace = ρ.trace := by
      intro j
      have hneg : τ • ((-Complex.I) • H j) = -(τ • (Complex.I • H j)) := by
        rw [neg_smul, smul_neg]
      have hc : Commute (τ • (Complex.I • H j)) (-(τ • (Complex.I • H j))) :=
        Commute.neg_right (Commute.refl _)
      have hinv : NormedSpace.exp (τ • (Complex.I • H j)) *
          NormedSpace.exp (-(τ • (Complex.I • H j))) = 1 :=
        (Matrix.exp_add_of_commute _ _ hc).symm.trans
          (by rw [add_neg_cancel, NormedSpace.exp_zero])
      rw [evolve, Matrix.trace_mul_cycle, hneg, hinv, Matrix.one_mul]
    simp only [qdrift, Matrix.trace_sum, Matrix.trace_smul, ht]
    rw [← Finset.sum_smul, sum_weight h hl.ne', one_smul]
  · -- each term is a conjugation of ρ by a propagator, with nonnegative weight
    refine Matrix.posSemidef_sum _ fun j _ => ?_
    have hw : 0 ≤ weight h j := by
      rw [weight]
      exact_mod_cast div_nonneg (hh j) hl.le
    have hadj : NormedSpace.exp (τ • (Complex.I • H j)) =
        (NormedSpace.exp (τ • ((-Complex.I) • H j)))ᴴ := by
      rw [← Matrix.exp_conjTranspose]
      congr 1
      simp [Matrix.conjTranspose_smul, (hH j).eq]
    refine Matrix.PosSemidef.smul ?_ hw
    rw [evolve, hadj]
    exact hρ.mul_mul_conjTranspose_same _
  · -- average the von Neumann equations of the single terms
    refine (HasDerivAt.fun_sum fun j _ =>
      (evolve_hasDerivAt (H j) ρ 0).const_smul (weight h j)).congr_deriv ?_
    simp only [evolve_zero, smul_comm (weight h _) (-Complex.I)]
    rw [← Finset.smul_sum, average_comm]
    simp only [comm, meanGenerator, smul_mul_assoc, mul_smul_comm]
    rw [← smul_sub, smul_smul, neg_mul, ← div_eq_mul_inv]

/-- The averaged double commutator with the fluctuations `H_j - H/λ` is the averaged double
commutator with the `H_j` minus the double commutator with `H/λ`. -/
theorem fluctuation_identity (h : J → ℝ) (H : J → Matrix n n ℂ) (hl : strength h ≠ 0)
    (ρ : Matrix n n ℂ) :
    ∑ j, weight h j • comm (H j - meanGenerator h H) (comm (H j - meanGenerator h H) ρ) =
      ∑ j, weight h j • comm (H j) (comm (H j) ρ) -
        comm (meanGenerator h H) (comm (meanGenerator h H) ρ) := by
  have havg := average_comm h H
  generalize meanGenerator h H = M at havg ⊢
  have hexp : ∀ j, comm (H j - M) (comm (H j - M) ρ) =
      comm (H j) (comm (H j) ρ) - comm (H j) (comm M ρ) - comm M (comm (H j) ρ)
        + comm M (comm M ρ) := by
    intro j
    simp only [comm]
    noncomm_ring
  -- the second cross term also averages to the double commutator with the mean
  have hcross : ∑ j, weight h j • comm M (comm (H j) ρ) = comm M (comm M ρ) := by
    rw [← havg ρ]
    generalize hX : (fun j => comm (H j) ρ) = X
    have hX' : ∀ j, comm (H j) ρ = X j := fun j => congrFun hX j
    simp only [hX']
    simp only [comm, Finset.sum_mul, Finset.mul_sum, smul_mul_assoc, mul_smul_comm,
      smul_sub, Finset.sum_sub_distrib]
  simp only [hexp, smul_add, smul_sub, Finset.sum_add_distrib, Finset.sum_sub_distrib]
  rw [havg, hcross, ← Finset.sum_smul, sum_weight h hl, one_smul]
  abel

/-- The difference between the qDRIFT step and the evolution generated by `H/λ` has zero
value and zero first derivative at `τ = 0`; its second derivative there is minus the averaged
double commutator with the fluctuations `H_j - H/λ`. -/
theorem qdrift_leading_error (h : J → ℝ) (H : J → Matrix n n ℂ) (hl : strength h ≠ 0)
    (ρ : Matrix n n ℂ) :
    let D := fun τ : ℝ => qdrift h H τ ρ - evolve (meanGenerator h H) τ ρ
    D 0 = 0 ∧ HasDerivAt D 0 0 ∧
    HasDerivAt (deriv D) (-∑ j, weight h j •
      comm (H j - meanGenerator h H) (comm (H j - meanGenerator h H) ρ)) 0 := by
  intro D
  have hd : ∀ t, HasDerivAt D
      (∑ j, weight h j • ((-Complex.I) • comm (H j) (evolve (H j) t ρ)) -
        (-Complex.I) • comm (meanGenerator h H) (evolve (meanGenerator h H) t ρ)) t :=
    fun t => (HasDerivAt.fun_sum fun j _ =>
      (evolve_hasDerivAt (H j) ρ t).const_smul (weight h j)).fun_sub
        (evolve_hasDerivAt (meanGenerator h H) ρ t)
  refine ⟨?_, (hd 0).congr_deriv ?_, ?_⟩
  · simp only [D, qdrift, evolve_zero]
    rw [← Finset.sum_smul, sum_weight h hl, one_smul, sub_self]
  · simp only [evolve_zero, smul_comm (weight h _) (-Complex.I)]
    rw [← Finset.smul_sum, average_comm, sub_self]
  · -- differentiate the first derivative once more and collect the fluctuations
    have hderiv : deriv D = fun t : ℝ =>
        ∑ j, weight h j • ((-Complex.I) • comm (H j) (evolve (H j) t ρ)) -
          (-Complex.I) • comm (meanGenerator h H) (evolve (meanGenerator h H) t ρ) :=
      funext fun t => (hd t).deriv
    rw [hderiv]
    refine ((HasDerivAt.fun_sum fun j _ =>
      (evolve_second_deriv (H j) ρ 0).const_smul (weight h j)).fun_sub
        (evolve_second_deriv (meanGenerator h H) ρ 0)).congr_deriv ?_
    rw [fluctuation_identity h H hl]
    simp only [evolve_zero, smul_neg, Finset.sum_neg_distrib]
    abel

end

end QDrift
```

```lean
#print axioms QDrift.qdrift_main
-- 'QDrift.qdrift_main' depends on axioms: [propext, Classical.choice, Quot.sound]
#print axioms QDrift.qdrift_leading_error
-- 'QDrift.qdrift_leading_error' depends on axioms: [propext, Classical.choice, Quot.sound]
```

## How the proof follows the derivation

`evolve_hasDerivAt` is the von Neumann equation at every time. Mathlib supplies the derivatives of the two exponentials, with the generator on the left of the first and on the right of the second; `key` collects the product rule into a commutator. `evolve_second_deriv` differentiates once more, using $(-i)^2=-1$.

`average_comm` is the linearity step $\sum_jp_j[H_j,X]=[M,X]$, and `sum_weight` is $\sum_jp_j=1$.

In `qdrift_main`, the trace part uses `Matrix.trace_mul_cycle` to bring the two exponentials together. Their exponents commute and sum to zero, so `hinv` gives the identity. In the positivity part, `hadj` is the relation $e^{i\tau H_j}=U_j^\dagger$, the only place where Hermiticity enters, and `hw` records $p_j\ge0$. The derivative part sums the von Neumann equations at zero and applies `average_comm`.

`fluctuation_identity` is the variance calculation. `hexp` expands the double commutator by `noncomm_ring`, which respects the order of products. The cross term with $H_j$ outside is averaged by `havg`, and the one with $H_j$ inside by `hcross`.

`qdrift_leading_error` first establishes $D'(t)$ at all times, in `hd`. Knowing it only at zero would not suffice, because $D'$ must itself be differentiated. The formula for $D''(0)$ then follows from `evolve_second_deriv` and `fluctuation_identity`.
